# Transposition, exchange phases and zeros of 9j symbols built from a real function of 3j type

Angular momenta may be half-integers, so the formalisation has to choose how to store them. Here every angular momentum and every projection is stored as twice its physical value. Spin 1/2 is the natural number 1, and its projections are the integers −1 and 1. In the formulas below, $j_i$, $m_i$, $J_{ik}$ and $M_{ik}$ are these doubled values, with indices running over 0, 1, 2; the comments in the code write `j1 + j2 + j3` for the physical sum. A physical sum is an integer exactly when the doubled sum is even.

```lean
import Mathlib

open Finset

namespace NineJSymmetry

noncomputable section
```

## The symbol as a sum over nine projections

An angular momentum with doubled value $a$ has the doubled projections $2k-a$ for $k=0,\dots,a$, which are $-a,-a+2,\dots,a$.

```lean
/-- The doubled projections `-a, -a + 2, ..., a` of an angular momentum with doubled value `a`. -/
def projections (a : ℕ) : Finset ℤ :=
  (range (a + 1)).image (fun k : ℕ => 2 * (k : ℤ) - (a : ℤ))
```

A 9j symbol has a $3\times3$ array $J$ of angular momenta. Its sum runs over all arrays $M$ whose entry $M_{ik}$ is a projection of $J_{ik}$.

```lean
/-- All choices of nine projections for a 3 × 3 array of doubled angular momenta. -/
def configs (J : Fin 3 → Fin 3 → ℕ) : Finset (Fin 3 → Fin 3 → ℤ) :=
  Fintype.piFinset fun i => Fintype.piFinset fun k => projections (J i k)
```

The factors come from a real function $w(j;m)$ of three angular momenta and three projections. Two properties are assumed:

- If $\sum_i j_i$ is odd, then $w(j;m)=0$. This stands for the rule that three angular momenta can couple to zero only if their physical sum is an integer.
- If $\sum_i j_i=2s$, exchanging two columns $(j_p,m_p)$ and $(j_q,m_q)$ multiplies $w$ by $(-1)^s$. This is the phase for reordering the coupled angular momenta.

Wigner's 3j symbol, in its usual real convention and set to zero for forbidden arguments, has both properties, but that is textbook knowledge and is not derived here. Triangle conditions, conservation of the projection sum and orthogonality are not required of $w$.

```lean
/-- A real function of three doubled angular momenta and projections is of 3j type if it vanishes
for non-integer `j1 + j2 + j3` and gains `(-1)^(j1 + j2 + j3)` when two columns are exchanged. -/
structure IsThreeJType (w : (Fin 3 → ℕ) → (Fin 3 → ℤ) → ℝ) : Prop where
  vanish : ∀ j m, Odd (∑ i, j i) → w j m = 0
  swap : ∀ j m s p q, p ≠ q → ∑ i, j i = 2 * s →
    w (fun i => j (Equiv.swap p q i)) (fun i => m (Equiv.swap p q i)) = (-1) ^ s * w j m
```

The 9j symbol built from $w$, which is the usual one when $w$ is Wigner's 3j symbol, is then

$$N(J)=\sum_M R(J,M)\,C(J,M),$$

$$R(J,M)=\prod_i w(J_{i\cdot};M_{i\cdot}),\qquad C(J,M)=\prod_k w(J_{\cdot k};M_{\cdot k}),$$

where $J_{i\cdot}$ is row $i$ and $J_{\cdot k}$ is column $k$. In Lean, `J i` is a row and `fun i => J i k` is a column.

```lean
/-- The 9j symbol built from `w`: the sum over nine projections of three row factors and three
column factors. -/
def nineJ (w : (Fin 3 → ℕ) → (Fin 3 → ℤ) → ℝ) (J : Fin 3 → Fin 3 → ℕ) : ℝ :=
  ∑ M ∈ configs J, (∏ i, w (J i) (M i)) * ∏ k, w (fun i => J i k) (fun i => M i k)
```

Membership in the summation range can be checked entry by entry.

```lean
variable {w : (Fin 3 → ℕ) → (Fin 3 → ℤ) → ℝ}

/-- A choice of nine projections is admissible exactly when each entry is. -/
theorem mem_configs (J : Fin 3 → Fin 3 → ℕ) (M : Fin 3 → Fin 3 → ℤ) :
    M ∈ configs J ↔ ∀ i k, M i k ∈ projections (J i k) := by
  simp only [configs, Fintype.mem_piFinset]
```

## Transposition exchanges the two products

Transposing both arrays turns rows into columns, so $R(J^T,M^T)=C(J,M)$ and $C(J^T,M^T)=R(J,M)$. As $M$ runs over the projections of $J$, $M^T$ runs over those of $J^T$. Hence

$$N(J^T)=\sum_M C(J,M)\,R(J,M)=N(J).$$

Neither assumed property is used. In the proof, `Finset.sum_nbij'` takes transposition as a bijection that is its own inverse, and `mul_comm` matches the summands.

```lean
/-- The 9j symbol is invariant under transposition, for any function `w`. -/
theorem nineJ_transpose (w : (Fin 3 → ℕ) → (Fin 3 → ℤ) → ℝ) (J : Fin 3 → Fin 3 → ℕ) :
    nineJ w (fun i k => J k i) = nineJ w J := by
  unfold nineJ
  refine Finset.sum_nbij' (fun M i k => M k i) (fun M i k => M k i) ?_ ?_ ?_ ?_ ?_
  · intro M hM
    rw [mem_configs] at hM ⊢
    exact fun i k => hM k i
  · intro M hM
    rw [mem_configs] at hM ⊢
    exact fun i k => hM k i
  · exact fun _ _ => rfl
  · exact fun _ _ => rfl
  · exact fun _ _ => mul_comm _ _
```

## From one exchange to any permutation

Let $\sum_i j_i=2s$. For a permutation $\sigma$ of the columns of $w$, the claim is

$$w(j\circ\sigma;m\circ\sigma)=\operatorname{sign}(\sigma)^s\,w(j;m).$$

It holds for the identity. If it holds for $f$, let $\tau$ be an exchange and apply the claim for $f$ to $j\circ\tau$ and $m\circ\tau$, whose doubled sum is still $2s$:

$$w(j\circ\tau f;m\circ\tau f)=\operatorname{sign}(f)^s\,w(j\circ\tau;m\circ\tau)=\operatorname{sign}(f)^s(-1)^s\,w(j;m).$$

Since $\operatorname{sign}(\tau f)=-\operatorname{sign}(f)$, this is the claim for $\tau f$. The induction principle `Equiv.Perm.swap_induction_on` supplies these two cases.

```lean
/-- Under any permutation `σ` of its columns, a function of 3j type with integer
`s = j1 + j2 + j3` gains the factor `sign(σ)^s`. -/
theorem IsThreeJType.perm (hw : IsThreeJType w) (σ : Equiv.Perm (Fin 3)) :
    ∀ (j : Fin 3 → ℕ) (m : Fin 3 → ℤ) (s : ℕ), ∑ i, j i = 2 * s →
      w (fun i => j (σ i)) (fun i => m (σ i)) =
        ((Equiv.Perm.sign σ : ℤ) : ℝ) ^ s * w j m := by
  refine Equiv.Perm.swap_induction_on σ ?_ ?_
  · intro j m s _
    simp
  · intro f x y hxy ih j m s hs
    have hs' : ∑ i, j (Equiv.swap x y i) = 2 * s := by
      rw [Equiv.sum_comp (Equiv.swap x y) j]
      exact hs
    have h := ih (fun i => j (Equiv.swap x y i)) (fun i => m (Equiv.swap x y i)) s hs'
    rw [hw.swap j m s x y hxy hs] at h
    have hsgn : ((Equiv.Perm.sign (Equiv.swap x y * f) : ℤ) : ℝ) =
        (-1) * ((Equiv.Perm.sign f : ℤ) : ℝ) := by
      rw [Equiv.Perm.sign_mul, Equiv.Perm.sign_swap hxy]
      simp
    rw [hsgn, mul_pow]
    exact h.trans (by ring)
```

## Row permutations collect the column phases

Let the doubled sum of all nine entries be $2S$, so that $S$ is the physical sum. Write $J^\sigma_{ik}=J_{\sigma(i)k}$, and likewise $M^\sigma$. The row factors are only reordered, so $R(J^\sigma,M^\sigma)=R(J,M)$.

For the columns there are two cases. If every column sum is even, write it as $2c_k$. Then $\sum_k c_k=S$, and

$$C(J^\sigma,M^\sigma)=\prod_k\operatorname{sign}(\sigma)^{c_k}\,w(J_{\cdot k};M_{\cdot k})=\operatorname{sign}(\sigma)^S\,C(J,M).$$

If some column sum is odd, that column's factor is zero before and after the permutation, and the same equation reads $0=0$. Summing over $M$ gives

$$N(J^\sigma)=\operatorname{sign}(\sigma)^S N(J).$$

In the code, `hcol` is the column statement with its two cases, `hrow` is the reordering, and the sum is relabelled by $M\mapsto M^\sigma$.

```lean
/-- For `w` of 3j type, permuting the rows of the 9j symbol by `σ` multiplies it by `sign(σ)^S`,
where the integer `S` is the sum of all nine angular momenta. -/
theorem nineJ_row_perm (hw : IsThreeJType w) (σ : Equiv.Perm (Fin 3))
    (J : Fin 3 → Fin 3 → ℕ) (S : ℕ) (hS : ∑ i, ∑ k, J i k = 2 * S) :
    nineJ w (fun i k => J (σ i) k) = ((Equiv.Perm.sign σ : ℤ) : ℝ) ^ S * nineJ w J := by
  -- the phases of the three column factors combine to the total phase
  have hcol : ∀ M : Fin 3 → Fin 3 → ℤ,
      ∏ k, w (fun i => J (σ i) k) (fun i => M (σ i) k) =
        ((Equiv.Perm.sign σ : ℤ) : ℝ) ^ S * ∏ k, w (fun i => J i k) (fun i => M i k) := by
    intro M
    by_cases hc : ∀ k, 2 ∣ ∑ i, J i k
    · choose c hcs using hc
      have hSc : ∑ k, c k = S := by
        have h : ∑ k, ∑ i, J i k = 2 * S := by
          rw [Finset.sum_comm]
          exact hS
        rw [Finset.sum_congr rfl (fun k _ => hcs k), ← Finset.mul_sum] at h
        omega
      rw [← hSc, ← Finset.prod_pow_eq_pow_sum, ← Finset.prod_mul_distrib]
      exact Finset.prod_congr rfl fun k _ =>
        hw.perm σ (fun i => J i k) (fun i => M i k) (c k) (hcs k)
    · -- a column with non-integer sum makes both sides vanish
      obtain ⟨k, hk⟩ := not_forall.mp hc
      have hodd : Odd (∑ i, J i k) := by
        rw [← Nat.not_even_iff_odd, even_iff_two_dvd]
        exact hk
      have hodd' : Odd (∑ i, J (σ i) k) := by
        rw [Equiv.sum_comp σ (fun i => J i k)]
        exact hodd
      rw [Finset.prod_eq_zero (Finset.mem_univ k) (hw.vanish _ _ hodd'),
        Finset.prod_eq_zero (Finset.mem_univ k) (hw.vanish _ _ hodd), mul_zero]
  symm
  unfold nineJ
  rw [Finset.mul_sum]
  refine Finset.sum_nbij' (fun M i k => M (σ i) k) (fun M i k => M (σ.symm i) k) ?_ ?_ ?_ ?_ ?_
  · intro M hM
    rw [mem_configs] at hM ⊢
    exact fun i k => hM (σ i) k
  · intro M hM
    rw [mem_configs] at hM ⊢
    intro i k
    simpa using hM (σ.symm i) k
  · intro M _
    simp
  · intro M _
    simp
  · intro M _
    -- the row factors are only reordered
    have hrow : ∏ i, w (J (σ i)) (M (σ i)) = ∏ i, w (J i) (M i) :=
      Equiv.prod_comp σ (fun i => w (J i) (M i))
    change _ = (∏ i, w (J (σ i)) (M (σ i))) *
      ∏ k, w (fun i => J (σ i) k) (fun i => M (σ i) k)
    rw [hrow, hcol M]
    ring
```

An exchange has sign $-1$, which gives the phase $(-1)^S$ for two rows. For two columns, transpose, exchange the corresponding rows and transpose back; $S$ is unchanged.

```lean
/-- For `w` of 3j type, exchanging two rows, or two columns, of the 9j symbol multiplies it by
`(-1)^S`, where the integer `S` is the sum of all nine angular momenta. -/
theorem nineJ_swap (hw : IsThreeJType w) (J : Fin 3 → Fin 3 → ℕ) (S : ℕ)
    (hS : ∑ i, ∑ k, J i k = 2 * S) {p q : Fin 3} (hpq : p ≠ q) :
    nineJ w (fun i k => J (Equiv.swap p q i) k) = (-1) ^ S * nineJ w J ∧
      nineJ w (fun i k => J i (Equiv.swap p q k)) = (-1) ^ S * nineJ w J := by
  have hsgn : ((Equiv.Perm.sign (Equiv.swap p q) : ℤ) : ℝ) = -1 := by
    rw [Equiv.Perm.sign_swap hpq]
    simp
  constructor
  · rw [nineJ_row_perm hw _ J S hS, hsgn]
  · have hT : ∑ i, ∑ k, J k i = 2 * S := by
      rw [Finset.sum_comm]
      exact hS
    have h := nineJ_row_perm hw (Equiv.swap p q) (fun i k => J k i) S hT
    rw [hsgn, nineJ_transpose w J] at h
    exact (nineJ_transpose w (fun i k => J i (Equiv.swap p q k))).symm.trans h
```

## Equal rows with an odd total

If rows $p$ and $q$ agree, exchanging them leaves $J$ as it was. For odd $S$ the exchange also reverses the sign, so $N(J)=-N(J)$ and $N(J)=0$. Columns work the same way. The helper `hfix` states that the exchange has no effect, and `linarith` finishes.

```lean
/-- For `w` of 3j type, a 9j symbol with two equal rows, or two equal columns, vanishes when the sum
`S` of all nine angular momenta is an odd integer. -/
theorem nineJ_eq_zero_of_equal (hw : IsThreeJType w) (J : Fin 3 → Fin 3 → ℕ) (S : ℕ)
    (hS : ∑ i, ∑ k, J i k = 2 * S) (hodd : Odd S) {p q : Fin 3} (hpq : p ≠ q)
    (heq : (∀ k, J p k = J q k) ∨ (∀ i, J i p = J i q)) : nineJ w J = 0 := by
  have hfix : ∀ f : Fin 3 → ℕ, f p = f q → ∀ i, f (Equiv.swap p q i) = f i := by
    intro f hf i
    by_cases hp : i = p
    · rw [hp, Equiv.swap_apply_left, hf]
    · by_cases hq : i = q
      · rw [hq, Equiv.swap_apply_right, hf]
      · rw [Equiv.swap_apply_of_ne_of_ne hp hq]
  obtain ⟨hr, hc⟩ := nineJ_swap hw J S hS hpq
  rw [hodd.neg_one_pow] at hr hc
  -- the exchange changes nothing, yet reverses the sign
  rcases heq with h | h
  · have hJ : (fun i k => J (Equiv.swap p q i) k) = J :=
      funext fun i => funext fun k => hfix (fun i => J i k) (h k) i
    rw [hJ] at hr
    linarith
  · have hJ : (fun i k => J i (Equiv.swap p q k)) = J :=
      funext fun i => funext fun k => hfix (J i) (h i) k
    rw [hJ] at hc
    linarith
```

With Wigner's 3j symbols for $w$, this gives a selection rule for recoupling two electrons with equal $l$ and equal $j$ from LS to jj coupling: the purely angular 9j factor vanishes when $L+S_{\mathrm{spin}}+J_{\mathrm{tot}}$ is odd, where $L$, $S_{\mathrm{spin}}$ and $J_{\mathrm{tot}}$ are the physical values of the total orbital, total spin and total angular momentum. The two electrons give two equal columns $(l,1/2,j)$, whose entries add up to the even number $2l+1+2j$, so the three totals decide whether the sum of all nine is odd.

If the doubled total is odd, no integer $S$ exists. Some row sum must then be odd, so each term contains a zero row factor and $N(J)=0$.

```lean
/-- For `w` of 3j type, the 9j symbol vanishes when the sum of all nine angular momenta is not an
integer. -/
theorem nineJ_eq_zero_of_half_integer (hw : IsThreeJType w) (J : Fin 3 → Fin 3 → ℕ)
    (hS : Odd (∑ i, ∑ k, J i k)) : nineJ w J = 0 := by
  have hex : ∃ i, ¬ 2 ∣ ∑ k, J i k := by
    by_contra hne
    have hall : ∀ i, 2 ∣ ∑ k, J i k := fun i => by_contra fun hi => hne ⟨i, hi⟩
    exact Nat.not_even_iff_odd.mpr hS
      (even_iff_two_dvd.mpr (Finset.dvd_sum fun i _ => hall i))
  obtain ⟨i, hi⟩ := hex
  have hodd : Odd (∑ k, J i k) := by
    rw [← Nat.not_even_iff_odd, even_iff_two_dvd]
    exact hi
  unfold nineJ
  refine Finset.sum_eq_zero fun M _ => ?_
  rw [Finset.prod_eq_zero (Finset.mem_univ i) (hw.vanish _ _ hodd), zero_mul]
```

## A function that meets both conditions

Take $w=1$ for even $s$, $w=(m_0-m_1)(m_1-m_2)(m_2-m_0)$ for odd $s$, and $w=0$ when the doubled sum is odd. Even $s$ means that the doubled sum is divisible by 4.

```lean
/-- A model function: `1` for even `j1 + j2 + j3`, the antisymmetric product of differences of the
doubled projections for odd `j1 + j2 + j3`, and `0` for non-integer `j1 + j2 + j3`. -/
def modelW (j : Fin 3 → ℕ) (m : Fin 3 → ℤ) : ℝ :=
  if 4 ∣ ∑ i, j i then 1
  else if 2 ∣ ∑ i, j i then ((m 0 : ℝ) - m 1) * ((m 1 : ℝ) - m 2) * ((m 2 : ℝ) - m 0)
  else 0
```

Any exchange of two projections reverses the sign of the product of differences, as odd $s$ requires. For three unit angular momenta with physical projections $1,0,-1$, the value is $(2-0)(0+2)(-2-2)=-16$. The proof goes through the three possible exchanges and compares polynomials with `ring`.

```lean
/-- The model function is of 3j type, and it is nonzero for `j1 = j2 = j3 = 1` with projections
`1, 0, -1`. -/
theorem modelW_witness :
    IsThreeJType modelW ∧ modelW (fun _ => 2) ![2, 0, -2] = -16 := by
  refine ⟨⟨?_, ?_⟩, ?_⟩
  · intro j m hodd
    obtain ⟨t, ht⟩ := hodd
    have h4 : ¬ 4 ∣ ∑ i, j i := by omega
    have h2 : ¬ 2 ∣ ∑ i, j i := by omega
    rw [modelW, if_neg h4, if_neg h2]
  · intro j m s p q hpq hs
    have hsum : ∑ i, j (Equiv.swap p q i) = ∑ i, j i := Equiv.sum_comp (Equiv.swap p q) j
    have key : ∀ p q : Fin 3, p ≠ q →
        (Equiv.swap p q 0 = 1 ∧ Equiv.swap p q 1 = 0 ∧ Equiv.swap p q 2 = 2) ∨
        (Equiv.swap p q 0 = 2 ∧ Equiv.swap p q 1 = 1 ∧ Equiv.swap p q 2 = 0) ∨
        (Equiv.swap p q 0 = 0 ∧ Equiv.swap p q 1 = 2 ∧ Equiv.swap p q 2 = 1) := by
      decide
    unfold modelW
    rw [hsum]
    rcases Nat.even_or_odd s with he | ho
    · have h4 : 4 ∣ ∑ i, j i := by
        obtain ⟨t, ht⟩ := he
        omega
      rw [if_pos h4, if_pos h4, he.neg_one_pow, one_mul]
    · have h4 : ¬ 4 ∣ ∑ i, j i := by
        obtain ⟨t, ht⟩ := ho
        omega
      have h2 : 2 ∣ ∑ i, j i := ⟨s, hs⟩
      rw [if_neg h4, if_neg h4, if_pos h2, if_pos h2, ho.neg_one_pow]
      rcases key p q hpq with ⟨a, b, c⟩ | ⟨a, b, c⟩ | ⟨a, b, c⟩ <;> simp only [a, b, c] <;> ring
  · have h4 : ¬ 4 ∣ ∑ _i : Fin 3, (2 : ℕ) := by norm_num [Fin.sum_univ_three]
    have h2 : 2 ∣ ∑ _i : Fin 3, (2 : ℕ) := by norm_num [Fin.sum_univ_three]
    have m0 : (![2, 0, -2] : Fin 3 → ℤ) 0 = 2 := rfl
    have m1 : (![2, 0, -2] : Fin 3 → ℤ) 1 = 0 := rfl
    have m2 : (![2, 0, -2] : Fin 3 → ℤ) 2 = -2 := rfl
    rw [modelW, if_neg h4, if_pos h2, m0, m1, m2]
    norm_num
```

With all nine angular momenta zero, the only configuration has zero projections and all six factors are 1. The symbol is 1 although its rows are equal; here $S=0$ is even.

```lean
/-- For the model function, the 9j symbol with all nine angular momenta zero equals `1`. -/
theorem nineJ_modelW_zero : nineJ modelW (fun _ _ => 0) = 1 := by
  have hp : projections 0 = {0} := by simp [projections]
  have hc : configs (fun _ _ => 0) = {fun _ _ => 0} := by
    ext M
    rw [mem_configs]
    simp only [hp, Finset.mem_singleton, funext_iff]
  rw [nineJ, hc, Finset.sum_singleton]
  simp [modelW]

end

end NineJSymmetry
```

```lean
#print axioms NineJSymmetry.nineJ_transpose
#print axioms NineJSymmetry.nineJ_eq_zero_of_equal
#print axioms NineJSymmetry.nineJ_eq_zero_of_half_integer
#print axioms NineJSymmetry.nineJ_modelW_zero
```

```
'NineJSymmetry.nineJ_transpose' depends on axioms: [propext, Classical.choice, Quot.sound]
'NineJSymmetry.nineJ_eq_zero_of_equal' depends on axioms: [propext, Classical.choice, Quot.sound]
'NineJSymmetry.nineJ_eq_zero_of_half_integer' depends on axioms: [propext, Classical.choice, Quot.sound]
'NineJSymmetry.nineJ_modelW_zero' depends on axioms: [propext, Classical.choice, Quot.sound]
```

## Four spins 1/2 worked by hand

Keep this model function and take the doubled rows $(1,1,0)$, $(1,1,0)$, $(0,0,0)$, so $S=2$. Let the projections in the first two rows be $(a,b,0)$ and $(c,d,0)$, each letter being $\pm1$. The first row factor is

$$(a-b)\,b\,(-a)=-ab(a-b),$$

which is zero for $b=a$ and $2a$ for $b=-a$. The second row and the first two columns behave alike, so only $b=c=-a$, $d=a$ survives. The third row and third column contribute 1. Each surviving term is

$$(2a)(2c)(2a)(2b)=16,$$

and the two choices of $a$ give $N(J)=32$ for the model function. With Wigner's 3j symbols, $a/\sqrt2$ takes the place of $2a$, and likewise for $b$ and $c$, so each term is $1/4$ and the 9j symbol is $1/2$. The equal rows do no harm, because $S$ is even.

If all nine angular momenta have the physical value 1 instead, stored as 2, then $S=9$. Exchanging two rows of $M$ reverses all three column factors and only reorders the row factors, so the terms cancel and the symbol is zero.
